# The diagonal Einstein model bounds the quantum harmonic free energy from above

The crystal is modelled here by a single finite, real, symmetric, positive definite matrix $D$, its dynamical matrix in mass-weighted coordinates. Two free energies are read off from it. The harmonic one uses the eigenvalues of $D$ as squared frequencies. The Einstein one uses the diagonal entries $D_{ii}$, so each coordinate oscillates with all others held fixed and has its own frequency, not one common to the crystal.

Positive definiteness means that every normal mode has a restoring force. This excludes unstable modes and also the free translations of an unpinned crystal. Complex dynamical matrices at general wavevectors are not treated. Within these limits, the result fixes the sign of the free-energy error made by neglecting off-diagonal force constants.

## Two free energies from one matrix

```lean
import Mathlib

open Matrix

namespace EinsteinModelBound

noncomputable section

variable {n : Type*} [Fintype n] [DecidableEq n]
```

The finite type `n` labels the coordinates. It also labels the modes, since there are equally many. Below, $i$ and $k$ denote coordinates and $j$ a mode.

```lean
/-- Free energy of a quantum harmonic oscillator of squared frequency `y > 0` at temperature
`T > 0`, in units where the reduced Planck constant and the Boltzmann constant are one. -/
def modeFreeEnergy (T y : ℝ) : ℝ :=
  T * Real.log (2 * Real.sinh (Real.sqrt y / (2 * T)))
```

For temperature $T$ and squared frequency $y$, with $\hbar=k_B=1$, this is

$$f(y)=T\ln\!\left(2\sinh\frac{\sqrt y}{2T}\right).$$

It includes the zero-point energy.

```lean
/-- Harmonic free energy of a crystal at temperature `T > 0`: the sum of the oscillator free
energies over the eigenvalues of the dynamical matrix, taken to be positive. -/
def harmonicFreeEnergy (T : ℝ) {D : Matrix n n ℝ} (hD : D.IsHermitian) : ℝ :=
  ∑ j, modeFreeEnergy T (hD.eigenvalues j)
```

This is $\sum_j f(\lambda_j)$, where the $\lambda_j$ are the eigenvalues of $D$. The argument `hD` is a proof that $D$ is Hermitian, which for a real matrix means symmetric. Lean needs it to provide the real numbers `hD.eigenvalues j`.

```lean
/-- Free energy at temperature `T > 0` of the Einstein model whose squared frequencies are the
diagonal entries of the dynamical matrix, taken to be positive. -/
def einsteinFreeEnergy (T : ℝ) (D : Matrix n n ℝ) : ℝ :=
  ∑ i, modeFreeEnergy T (D i i)
```

This is $\sum_i f(D_{ii})$. It depends on the chosen coordinates: a coupling between the $x$ and $y$ displacements of the same atom is also off-diagonal and is also discarded.

## The oscillator's partition function

```lean
/-- For `T > 0` and `y > 0`, the Boltzmann factors of the levels `√y (k + 1/2)` sum to
`exp (-F / T)`, where `F` is the oscillator free energy. -/
theorem hasSum_boltzmann {T y : ℝ} (hT : 0 < T) (hy : 0 < y) :
    HasSum (fun k : ℕ => Real.exp (-(Real.sqrt y * (k + 1 / 2)) / T))
      (Real.exp (-modeFreeEnergy T y / T)) := by
  obtain ⟨x, hx⟩ : ∃ x, x = Real.sqrt y / (2 * T) := ⟨_, rfl⟩
  have hs : 0 < Real.sqrt y := Real.sqrt_pos.2 hy
  have hx0 : 0 < x := by rw [hx]; positivity
  have hsinh : 0 < Real.sinh x := Real.sinh_pos_iff.2 hx0
  have hlt : Real.exp (-(2 * x)) < 1 := Real.exp_lt_one_iff.2 (by linarith)
  -- the levels are equally spaced, so the sum is a geometric series
  have h := (hasSum_geometric_of_lt_one (Real.exp_pos _).le hlt).mul_left (Real.exp (-x))
  have hf : (fun k : ℕ => Real.exp (-(Real.sqrt y * (k + 1 / 2)) / T)) =
      fun k : ℕ => Real.exp (-x) * Real.exp (-(2 * x)) ^ k := by
    funext k
    rw [← Real.exp_nat_mul, ← Real.exp_add]
    congr 1
    rw [hx]
    field_simp
    ring
  have hv : Real.exp (-modeFreeEnergy T y / T) =
      Real.exp (-x) * (1 - Real.exp (-(2 * x)))⁻¹ := by
    have h2 : 0 < 2 * Real.sinh x := by linarith
    have e : -modeFreeEnergy T y / T = -Real.log (2 * Real.sinh x) := by
      rw [modeFreeEnergy, ← hx, neg_div, mul_div_cancel_left₀ _ hT.ne']
    have hE : Real.exp (-(2 * x)) = Real.exp (-x) * Real.exp (-x) := by
      rw [← Real.exp_add]
      congr 1
      ring
    have hp : Real.exp x * Real.exp (-x) = 1 := by
      rw [← Real.exp_add, add_neg_cancel, Real.exp_zero]
    have h3 : 1 - Real.exp (-(2 * x)) = Real.exp (-x) * (2 * Real.sinh x) := by
      rw [Real.sinh_eq]
      linear_combination -hE - hp
    rw [e, Real.exp_neg (Real.log (2 * Real.sinh x)), Real.exp_log h2, h3,
      mul_inv (Real.exp (-x)), ← mul_assoc, mul_inv_cancel₀ (Real.exp_pos (-x)).ne', one_mul]
  rw [hf, hv]
  exact h
```

`HasSum` says that the series converges to the stated value. The levels $\sqrt y\,(k+\tfrac12)$ are taken as given, with $k$ here the level number. Writing $x=\sqrt y/(2T)>0$, we have

$$\sum_{k=0}^\infty e^{-x(2k+1)}=\frac{e^{-x}}{1-e^{-2x}}=\frac{1}{2\sinh x}=e^{-f(y)/T}.$$

In the proof, `hf` rewrites the Boltzmann factors as a geometric sequence, and `hv` identifies its sum with the exponential of the free energy.

## Strict concavity in the squared frequency

```lean
/-- For `T > 0` and `y > 0`, the derivative of the oscillator free energy with respect to the
squared frequency `y` is `coth (√y / (2T)) / (4 √y)`. -/
theorem hasDerivAt_modeFreeEnergy {T y : ℝ} (hT : 0 < T) (hy : 0 < y) :
    HasDerivAt (modeFreeEnergy T)
      (Real.cosh (Real.sqrt y / (2 * T)) / Real.sinh (Real.sqrt y / (2 * T)) *
        (1 / (4 * Real.sqrt y))) y := by
  have hs : 0 < Real.sqrt y := Real.sqrt_pos.2 hy
  have hsinh : Real.sinh (Real.sqrt y / (2 * T)) ≠ 0 :=
    (Real.sinh_pos_iff.2 (by positivity)).ne'
  have h := ((((Real.hasDerivAt_sqrt hy.ne').div_const (2 * T)).sinh.const_mul 2).log
    (mul_ne_zero two_ne_zero hsinh)).const_mul T
  refine h.congr_deriv ?_
  generalize Real.sinh (Real.sqrt y / (2 * T)) = s at hsinh ⊢
  generalize Real.cosh (Real.sqrt y / (2 * T)) = c
  field_simp
  ring
```

`HasDerivAt` states that the derivative exists and gives its value. Since $dx/dy=1/(4T\sqrt y)$, the chain rule yields

$$f'(y)=T\,\frac{\cosh x}{\sinh x}\,\frac{1}{4T\sqrt y}=\frac{\coth x}{4\sqrt y}.$$

The term `h` assembles the chain rule, and `field_simp` and `ring` simplify the result.

```lean
/-- At temperature `T > 0` the oscillator free energy is a strictly concave function of the
squared frequency on the positive half-line. -/
theorem strictConcaveOn_modeFreeEnergy {T : ℝ} (hT : 0 < T) :
    StrictConcaveOn ℝ (Set.Ioi 0) (modeFreeEnergy T) := by
  apply StrictAntiOn.strictConcaveOn_of_deriv (convex_Ioi 0)
    (fun y hy => (hasDerivAt_modeFreeEnergy hT hy).continuousAt.continuousWithinAt)
  rw [interior_Ioi]
  intro a ha b hb hab
  have ha' : 0 < a := ha
  have hb' : 0 < b := hb
  rw [(hasDerivAt_modeFreeEnergy hT ha').deriv, (hasDerivAt_modeFreeEnergy hT hb').deriv]
  have hsa : 0 < Real.sqrt a := Real.sqrt_pos.2 ha'
  have hsb : 0 < Real.sqrt b := Real.sqrt_pos.2 hb'
  have hsab : Real.sqrt a < Real.sqrt b := Real.sqrt_lt_sqrt ha'.le hab
  have hx : Real.sqrt a / (2 * T) < Real.sqrt b / (2 * T) :=
    div_lt_div_of_pos_right hsab (by positivity)
  have hA := Real.sinh_pos_iff.2 (show 0 < Real.sqrt a / (2 * T) by positivity)
  have hB := Real.sinh_pos_iff.2 (show 0 < Real.sqrt b / (2 * T) by positivity)
  have hcB := Real.cosh_pos (Real.sqrt b / (2 * T))
  -- both factors, coth and the inverse frequency, decrease
  refine mul_lt_mul'' ?_ (one_div_lt_one_div_of_lt (by positivity) (by linarith))
    (div_pos hcB hB).le (by positivity)
  rw [div_lt_div_iff₀ hB hA]
  have h := Real.sinh_pos_iff.2 (sub_pos.2 hx)
  rw [Real.sinh_sub] at h
  linarith
```

`Set.Ioi 0` is the interval $(0,\infty)$. A function with strictly decreasing derivative is strictly concave, so take $0<a<b$ and set $x_a=\sqrt a/(2T)$, $x_b=\sqrt b/(2T)$. Clearly $1/(4\sqrt b)<1/(4\sqrt a)$. Also $\coth x_b<\coth x_a$, because this is equivalent to

$$0<\sinh x_b\cosh x_a-\cosh x_b\sinh x_a=\sinh(x_b-x_a).$$

Both factors of $f'$ are positive and decrease, so their product does too. The tactic step with `mul_lt_mul''` multiplies the two inequalities.

## Normal modes as weights

```lean
/-- A real symmetric dynamical matrix has an orthogonal matrix of normal modes, whose columns
are eigenvectors belonging to the eigenvalues of `D`. -/
theorem exists_normal_modes {D : Matrix n n ℝ} (hD : D.IsHermitian) :
    ∃ U : Matrix n n ℝ, U * Uᵀ = 1 ∧ D * U = U * diagonal hD.eigenvalues := by
  refine ⟨hD.eigenvectorUnitary, ?_, ?_⟩
  · have h := Matrix.mem_unitaryGroup_iff.mp hD.eigenvectorUnitary.2
    rwa [Matrix.star_eq_conjTranspose, Matrix.conjTranspose_eq_transpose_of_trivial] at h
  · ext i j
    rw [Matrix.mul_diagonal]
    have h := congrFun (hD.mulVec_eigenvectorBasis j) i
    simpa [Matrix.mul_apply, Matrix.mulVec, dotProduct,
      Matrix.IsHermitian.eigenvectorUnitary_apply, mul_comm] using h
```

There is a real matrix $U$ with $UU^{\mathsf T}=1$ and $DU=U\,\mathrm{diag}(\lambda)$. Column $j$ is the normalised eigenvector of mode $j$, and $U_{ij}$ is its amplitude on coordinate $i$. The proof takes $U$ from Mathlib's diagonalisation of Hermitian matrices and checks both equations.

```lean
/-- For a positive definite `D` and a function `g` strictly concave on the positive half-line,
the sum of `g` over the eigenvalues is at most its sum over the diagonal entries, with equality
exactly when `D` is diagonal. -/
theorem sum_eigenvalues_le_sum_diag {D : Matrix n n ℝ} (hD : D.PosDef) {g : ℝ → ℝ}
    (hg : StrictConcaveOn ℝ (Set.Ioi 0) g) :
    ∑ j, g (hD.isHermitian.eigenvalues j) ≤ ∑ i, g (D i i) ∧
      (∑ j, g (hD.isHermitian.eigenvalues j) = ∑ i, g (D i i) ↔ D.IsDiag) := by
  obtain ⟨U, hU, hDU⟩ := exists_normal_modes hD.isHermitian
  have hpos : ∀ j, 0 < hD.isHermitian.eigenvalues j := fun j => hD.eigenvalues_pos j
  generalize hD.isHermitian.eigenvalues = l at hDU hpos ⊢
  have hU' : Uᵀ * U = 1 := mul_eq_one_comm.mp hU
  -- the squared mode amplitudes are doubly stochastic weights
  have hrow : ∀ i, ∑ j, U i j ^ 2 = 1 := fun i => by
    have h := congrFun (congrFun hU i) i
    simpa only [Matrix.mul_apply, Matrix.transpose_apply, Matrix.one_apply_eq, ← sq] using h
  have hcol : ∀ j, ∑ i, U i j ^ 2 = 1 := fun j => by
    have h := congrFun (congrFun hU' j) j
    simpa only [Matrix.mul_apply, Matrix.transpose_apply, Matrix.one_apply_eq, ← sq] using h
  have hent : ∀ i k, D i k = ∑ j, U i j * l j * U k j := fun i k => by
    have h0 : D = U * diagonal l * Uᵀ := by
      rw [← hDU, Matrix.mul_assoc, hU, Matrix.mul_one]
    have h := congrFun (congrFun h0 i) k
    rw [Matrix.mul_apply] at h
    simpa only [Matrix.mul_diagonal, Matrix.transpose_apply] using h
  have hdiag : ∀ i, D i i = ∑ j, U i j ^ 2 * l j := fun i => by
    rw [hent i i]
    exact Finset.sum_congr rfl fun j _ => by ring
  -- Jensen's inequality for each coordinate, with its equality case
  have hjen : ∀ i, ∑ j, U i j ^ 2 * g (l j) ≤ g (D i i) := fun i => by
    have h := hg.concaveOn.le_map_sum (t := Finset.univ) (w := fun j => U i j ^ 2) (p := l)
      (fun j _ => sq_nonneg _) (hrow i) (fun j _ => hpos j)
    rw [hdiag i]
    simpa only [smul_eq_mul] using h
  have heq : ∀ i, g (D i i) = ∑ j, U i j ^ 2 * g (l j) ↔ ∀ j, U i j ≠ 0 → l j = D i i :=
    fun i => by
    have h := hg.map_sum_eq_iff' (t := Finset.univ) (w := fun j => U i j ^ 2) (p := l)
      (fun j _ => sq_nonneg _) (hrow i) (fun j _ => hpos j)
    rw [hdiag i]
    simpa only [smul_eq_mul, Finset.mem_univ, true_implies, ne_eq,
      pow_eq_zero_iff two_ne_zero] using h
  have hswap : ∑ i, ∑ j, U i j ^ 2 * g (l j) = ∑ j, g (l j) := by
    rw [Finset.sum_comm]
    refine Finset.sum_congr rfl fun j _ => ?_
    rw [← Finset.sum_mul, hcol, one_mul]
  rw [← hswap]
  refine ⟨Finset.sum_le_sum fun i _ => hjen i, ?_⟩
  rw [Finset.sum_eq_sum_iff_of_le (fun i _ => hjen i)]
  constructor
  · intro h i k hik
    have h1 := (heq i).1 (h i (Finset.mem_univ i)).symm
    have horth : ∑ j, U i j * U k j = 0 := by
      have h := congrFun (congrFun hU i) k
      simpa only [Matrix.mul_apply, Matrix.transpose_apply, Matrix.one_apply_ne hik] using h
    calc D i k = ∑ j, U i j * l j * U k j := hent i k
      _ = ∑ j, D i i * (U i j * U k j) := Finset.sum_congr rfl fun j _ => by
          by_cases hz : U i j = 0
          · simp [hz]
          · rw [h1 j hz]
            ring
      _ = 0 := by rw [← Finset.mul_sum, horth, mul_zero]
  · intro hd i _
    refine ((heq i).2 fun j hj => ?_).symm
    have h := congrFun (congrFun hDU i) j
    have hsum : ∑ k, D i k * U k j = D i i * U i j :=
      Finset.sum_eq_single i (fun k _ hk => by rw [hd hk.symm, zero_mul]) (by simp)
    rw [Matrix.mul_apply, Matrix.mul_diagonal, hsum] at h
    exact mul_left_cancel₀ hj (by linarith)
```

The statement holds for any strictly concave $g$ on $(0,\infty)$. The symbol `∧` joins the inequality to its equality condition, `↔` means "if and only if", and `D.IsDiag` says that all off-diagonal entries vanish.

Orthogonality gives $\sum_jU_{ij}^2=1$ (`hrow`) and $\sum_iU_{ij}^2=1$ (`hcol`). From $D=U\,\mathrm{diag}(\lambda)\,U^{\mathsf T}$ follow `hent` and `hdiag`:

$$D_{ik}=\sum_jU_{ij}\lambda_jU_{kj},\qquad D_{ii}=\sum_jU_{ij}^2\lambda_j.$$

Each $D_{ii}$ is thus a weighted average of the eigenvalues, and Jensen's inequality (`hjen`) gives

$$\sum_jU_{ij}^2\,g(\lambda_j)\le g(D_{ii}).$$

Summing over $i$ and using the column sums (`hswap`) turns the left side into $\sum_jg(\lambda_j)$. This proves the inequality.

If the totals are equal, every coordinate's inequality must be an equality. By strict concavity (`heq`), this happens exactly when $\lambda_j=D_{ii}$ for every $j$ with $U_{ij}\ne0$. Then, for $i\ne k$,

$$D_{ik}=D_{ii}\sum_jU_{ij}U_{kj}=0,$$

since different rows of $U$ are orthogonal. Conversely, if $D$ is diagonal, the $(i,j)$ entry of $DU=U\,\mathrm{diag}(\lambda)$ reads $D_{ii}U_{ij}=U_{ij}\lambda_j$. Wherever $U_{ij}\ne0$ this gives $\lambda_j=D_{ii}$, so Jensen's inequality is an equality for every coordinate.

## The bound and its strict form

```lean
/-- For a positive definite dynamical matrix and `T > 0`, the harmonic free energy is at most that
of the Einstein model built from the diagonal entries, with equality exactly when the matrix is
diagonal. -/
theorem harmonic_le_einstein {T : ℝ} (hT : 0 < T) {D : Matrix n n ℝ} (hD : D.PosDef) :
    harmonicFreeEnergy T hD.isHermitian ≤ einsteinFreeEnergy T D ∧
      (harmonicFreeEnergy T hD.isHermitian = einsteinFreeEnergy T D ↔ D.IsDiag) :=
  sum_eigenvalues_le_sum_diag hD (strictConcaveOn_modeFreeEnergy hT)
```

Setting $g=f$ gives, for every $T>0$ and positive definite $D$,

$$\sum_jf(\lambda_j)\le\sum_if(D_{ii}),$$

with equality exactly when $D$ is diagonal. The proof is one line: the general inequality applied to the concavity of $f$. The expression `hD.isHermitian` extracts the symmetry of $D$ from its positive definiteness.

```lean
/-- If a positive definite dynamical matrix couples two different coordinates, the Einstein model
built from its diagonal entries, as an approximation to the harmonic free energy, is strictly too
high at every `T > 0`. -/
theorem harmonic_lt_einstein_of_coupling {T : ℝ} (hT : 0 < T) {D : Matrix n n ℝ}
    (hD : D.PosDef) {i k : n} (hik : i ≠ k) (hc : D i k ≠ 0) :
    harmonicFreeEnergy T hD.isHermitian < einsteinFreeEnergy T D :=
  lt_of_le_of_ne (harmonic_le_einstein hT hD).1
    fun h => hc ((harmonic_le_einstein hT hD).2.1 h hik)

end

end EinsteinModelBound
```

Here `hik` says that $i\ne k$ and `hc` that $D_{ik}\ne0$. One such coupling makes the inequality strict, because equality would force $D_{ik}=0$. The lemma `lt_of_le_of_ne` combines "at most" with "not equal" to give "less than".

```lean
#print axioms EinsteinModelBound.hasSum_boltzmann
-- 'EinsteinModelBound.hasSum_boltzmann' depends on axioms: [propext, Classical.choice, Quot.sound]
#print axioms EinsteinModelBound.harmonic_lt_einstein_of_coupling
-- 'EinsteinModelBound.harmonic_lt_einstein_of_coupling' depends on axioms: [propext, Classical.choice, Quot.sound]
```

## Two coupled coordinates at $T=1$

Take

$$D=\begin{pmatrix}5&4\\4&5\end{pmatrix}.$$

The eigenvalues are $1$ and $9$, with normalised eigenvectors $(1,-1)/\sqrt2$ and $(1,1)/\sqrt2$. All weights $U_{ij}^2$ equal $\tfrac12$, and indeed $5=\tfrac12(1+9)$. The mode frequencies are $1$ and $3$, so the harmonic free energy is

$$\ln\!\left(4\sinh\tfrac12\,\sinh\tfrac32\right)=\ln(2\cosh2-2\cosh1)\approx\ln4.438\approx1.490.$$

The Einstein model has two oscillators of frequency $\sqrt5$:

$$2\ln\!\left(2\sinh\tfrac{\sqrt5}{2}\right)=\ln(2\cosh\sqrt5-2)\approx\ln7.463\approx2.010.$$

Neglecting the coupling raises the free energy by about $0.52$ in these units.
